# A finite Hermitian matrix and its exponential are diagonal in a common orthonormal basis

In a finite-dimensional state space, an observable is represented by a complex Hermitian matrix `A`. The declaration `exists_diagonal` states that there are a matrix `P` with `P * Pᴴ = 1` and real numbers `a i` such that `A` is `P` times the diagonal matrix of the `a i` times `Pᴴ`, and the exponential of `A` has the same form with `Real.exp (a i)` on the diagonal. The attempt takes `P` and `a` from Mathlib's eigenvector unitary and eigenvalues, and gets the first form from the spectral theorem. For the second it exponentiates that form, moves the exponential inside the change of basis with `exp_unitary_conj`, and then compares the diagonal entries.

An attempt in Lean 4 with a fault in it:

```lean
import Mathlib

open Matrix

namespace ExistsDiagonal

noncomputable section

variable {n : Type*} [Fintype n] [DecidableEq n]

/-- A unitary change of basis passes through the matrix exponential. -/
theorem exp_unitary_conj {W : Matrix n n ℂ} (hW : W * Wᴴ = 1) (A : Matrix n n ℂ) :
    NormedSpace.exp (W * A * Wᴴ) = W * NormedSpace.exp A * Wᴴ := by
  have hu : IsUnit W := ⟨⟨W, Wᴴ, hW, mul_eq_one_comm.mp hW⟩, rfl⟩
  rw [← Matrix.inv_eq_right_inv hW]
  exact Matrix.exp_conj W A hu

/-- A Hermitian matrix and its exponential are diagonal in a common orthonormal basis, with
real entries `a i` and `exp (a i)`. -/
theorem exists_diagonal {A : Matrix n n ℂ} (hA : A.IsHermitian) :
    ∃ (P : Matrix n n ℂ) (a : n → ℝ), P * Pᴴ = 1 ∧
      A = P * diagonal (fun i => (a i : ℂ)) * Pᴴ ∧
      NormedSpace.exp A = P * diagonal (fun i => (Real.exp (a i) : ℂ)) * Pᴴ := by
  have hP : (hA.eigenvectorUnitary : Matrix n n ℂ) *
      (hA.eigenvectorUnitary : Matrix n n ℂ)ᴴ = 1 :=
    Matrix.mem_unitaryGroup_iff.mp hA.eigenvectorUnitary.2
  have h : A = (hA.eigenvectorUnitary : Matrix n n ℂ) *
      diagonal (fun i => (hA.eigenvalues i : ℂ)) *
      (hA.eigenvectorUnitary : Matrix n n ℂ)ᴴ := by
    have h := hA.spectral_theorem
    rw [Unitary.conjStarAlgAut_apply] at h
    exact h
  refine ⟨_, hA.eigenvalues, hP, h, ?_⟩
  have h2 := congrArg NormedSpace.exp h
  rw [exp_unitary_conj hP, Matrix.exp_diagonal] at h2
  rw [h2]
  congr 3
  funext i
  rw [Pi.exp_apply, ← Complex.exp_eq_exp_ℂ, Complex.ofReal_exp]

end

end ExistsDiagonal
```

The compiler's answer:

```
Main.lean:39:6: error(lean.unknownIdentifier): Unknown identifier `Pi.exp_apply`
Main.lean:23:79: error: unsolved goals
case e_a.e_a
n : Type u_1
inst✝¹ : Fintype n
inst✝ : DecidableEq n
A : Matrix n n ℂ
hA : A.IsHermitian
hP : ↑hA.eigenvectorUnitary * (↑hA.eigenvectorUnitary)ᴴ = 1
h : A = (↑hA.eigenvectorUnitary * diagonal fun i => ↑(hA.eigenvalues i)) * (↑hA.eigenvectorUnitary)ᴴ
h2 :
  NormedSpace.exp A =
    ↑hA.eigenvectorUnitary * diagonal (NormedSpace.exp fun i => ↑(hA.eigenvalues i)) * (↑hA.eigenvectorUnitary)ᴴ
i : n
⊢ NormedSpace.exp (fun i => ↑(hA.eigenvalues i)) i = ↑(Real.exp (hA.eigenvalues i))
```

Diagnosis. The first message says that Lean knows no lemma called `Pi.exp_apply`. The second is a consequence: the `rw` that was to finish the proof did not do its work, so the goal left by `funext i` stayed open.

In that goal, the left side exponentiates the whole family of eigenvalues, as a function of the index, and then evaluates the result at `i`. The right side is the real exponential of the single eigenvalue at `i`, cast to the complex numbers. The missing step is that the exponential of a function is taken entry by entry.

The diff supplies this step under a name that exists, `Pi.coe_exp`, which turns the left side into `NormedSpace.exp` of one complex number. The other two rewrites are unchanged and now apply: `← Complex.exp_eq_exp_ℂ` turns that into `Complex.exp`, and `Complex.ofReal_exp` rewrites the right side to match, which closes the goal.

The change, after which it compiles:

```diff
@@ -37,5 +37,5 @@
   congr 3
   funext i
-  rw [Pi.exp_apply, ← Complex.exp_eq_exp_ℂ, Complex.ofReal_exp]
+  rw [Pi.coe_exp, ← Complex.exp_eq_exp_ℂ, Complex.ofReal_exp]
 
 end
```
